# The determinant of a linear map of space is that of its Cartesian matrix

A linear map of three-dimensional space, such as a rotation, a reflection or a stretching, multiplies oriented volumes by its determinant. The theorem `det_eq_entries` says that this number is the determinant of the real 3×3 matrix whose entry in row `k` and column `i` is the `k`-th component of the image of the `i`-th Cartesian unit vector. The map `f` may be any real linear map of the space to itself; it need not be invertible or preserve lengths. The attempt rewrites the determinant of `f` as that of its matrix in the basis `cartesian`, reduces the claim to equality of the two matrices, and then sets out to compare them entry by entry.

As first written in Lean, the proof fails:

```lean
import Mathlib

open Module

namespace SStateReduction

noncomputable section

/-- Ordinary three-dimensional position space. -/
abbrev E3 := EuclideanSpace ℝ (Fin 3)

/-- The Cartesian basis of position space. -/
def cartesian : Basis (Fin 3) ℝ E3 := (EuclideanSpace.basisFun (Fin 3) ℝ).toBasis

/-- The determinant of a linear map of space, written with its Cartesian matrix elements. -/
theorem det_eq_entries (f : E3 →ₗ[ℝ] E3) :
    LinearMap.det f = (Matrix.of fun k i => f (EuclideanSpace.single i 1) k).det := by
  rw [← LinearMap.det_toMatrix cartesian]
  congr 1
  ext k i
  simp [LinearMap.toMatrix_apply, cartesian]

end

end SStateReduction
```

The error:

```
Main.lean:20:2: error: No goals to be solved
```

What went wrong. The message points to `ext k i` and says that there was nothing left to prove when Lean reached it. The preceding step, `congr 1`, had already finished the proof. This tactic does more than reduce an equality of determinants to an equality of matrices: it also tries to close goals itself, among other means by reflexivity. Here that suffices, because the matrix of `f` in the basis `cartesian` and the matrix written out in the statement are equal by unfolding definitions. The entrywise comparison therefore had no goal to work on, and `ext` reports an error in that case.

The repair deletes `ext k i` and the `simp` call after it. Both deletions are needed, since `simp` would also fail with no goal left. The statement and the two remaining proof steps are unchanged.

The change, after which it compiles:

```diff
@@ -18,6 +18,4 @@
   rw [← LinearMap.det_toMatrix cartesian]
   congr 1
-  ext k i
-  simp [LinearMap.toMatrix_apply, cartesian]
 
 end
```
